# On a finite chain with nonnegative potential, the reciprocal landscape is an effective potential

## Two sites

Take a particle on two sites, labelled 0 and 1, with on-site potentials $V_0,V_1\ge 0$ and Hamiltonian

$$H=\begin{pmatrix}2+V_0&-1\\-1&2+V_1\end{pmatrix}.$$

Let $w=(w_0,w_1)$ solve $Hw=(1,1)$. The two equations give $2+V_0=(1+w_1)/w_0$ and $2+V_1=(1+w_0)/w_1$, once we know that neither component is zero. Inserting these into the energy of a real vector $u$ eliminates the potential:

$$\langle u,Hu\rangle=\frac{1+w_1}{w_0}u_0^2+\frac{1+w_0}{w_1}u_1^2-2u_0u_1
=\frac{u_0^2}{w_0}+\frac{u_1^2}{w_1}+w_0w_1\Big(\frac{u_1}{w_1}-\frac{u_0}{w_0}\Big)^2 .$$

The first two terms look like a potential energy with potential $1/w$. The last is a kinetic term for the ratio $u/w$.

## The chain and its landscape

On $n=m+1$ sites $j=0,\dots,m$, let $H$ have diagonal entries $2+V_j$ and entries $-1$ between neighbours. This is the discretised operator $-d^2/dx^2+V$, with energies in units of $\hbar^2/(2Ma^2)$ for mass $M$ and spacing $a$, and with the wavefunction zero just beyond both ends. A landscape is a vector $w$ with $Hw=(1,\dots,1)$, the response to a uniform source.

For one non-interacting particle on such a chain with $V_j\ge0$ on every site, a single linear solve bounds the spectrum from below: every eigenvalue is at least $1/\max_j w_j$. Where eigenvectors localise and how fast they decay is not treated here.

## What the theorem states

If $V_j\ge0$ on every site and $Hw=(1,\dots,1)$, then every $w_j$ is positive, and for all real $u$

$$\langle u,Hu\rangle=\sum_{j=0}^{m}\frac{u_j^2}{w_j}+\sum_{k=0}^{m-1}w_kw_{k+1}\Big(\frac{u_{k+1}}{w_{k+1}}-\frac{u_k}{w_k}\Big)^2 .$$

This is `landscape_identity`. The type `Fin (m + 1)` holds the sites, so there is at least one, and `Fin m` holds the bonds; `k.castSucc` and `k.succ` are the left and right ends of bond $k$. For $m=0$ the bond sum is empty. The expression `u ⬝ᵥ hamiltonian V *ᵥ u` is $\langle u,Hu\rangle$, and `IsLandscape V w` is the equation for $w$.

The vector $u$ is not normalised, so the mean energy is $\langle u,Hu\rangle/\langle u,u\rangle$. The landscape is a hypothesis: the file constructs one only for $V=0$. The setting is one-dimensional and finite, with real vectors.

## Derivation

**Positivity.** The sum of row $i$ of $H$ is $V_i+2$ minus the number of neighbours of $i$, hence nonnegative. Let $w_i$ be the smallest component and suppose $w_i\le0$. Since $w_j\ge w_i$ and the off-diagonal entries are nonpositive,

$$1=\sum_jH_{ij}w_j\le\Big(\sum_jH_{ij}\Big)w_i\le0,$$

a contradiction.

**Splitting the quadratic form.** For any real symmetric $A$ and nowhere vanishing $w$, expand

$$w_iw_j\Big(\frac{u_i}{w_i}-\frac{u_j}{w_j}\Big)^2=\frac{u_i^2w_j}{w_i}+\frac{u_j^2w_i}{w_j}-2u_iu_j .$$

Multiply by $A_{ij}$ and sum over $i,j$. By symmetry the first two terms contribute equally, each giving $\sum_iu_i^2(Aw)_i/w_i$. Therefore

$$\langle u,Au\rangle=\sum_i\frac{(Aw)_i}{w_i}u_i^2-\frac12\sum_{i,j}A_{ij}w_iw_j\Big(\frac{u_i}{w_i}-\frac{u_j}{w_j}\Big)^2 .$$

**Back to the chain.** For $A=H$ we have $(Hw)_i=1$. Diagonal pairs vanish, and each bond appears twice with entry $-1$, so the factor $-\tfrac12$ turns into $+1$ per bond.

**Equality.** The bond terms are nonnegative. They all vanish exactly when $u/w$ is constant along the chain, that is, when $u=cw$. For $c\neq0$ the mean energy is then $\sum_jw_j/\sum_jw_j^2$.

**Eigenvalues.** Let $Hu=Eu$ with $u\ne0$. If $E<1/w_j$ on every site, then $E\sum_j u_j^2=\langle u,Hu\rangle\ge\sum_j u_j^2/w_j>E\sum_j u_j^2$, which is impossible. So $1/w_j\le E$ for some $j$.

**The free box.** For $V=0$, the parabola $w_j=(j+1)(n-j)/2$ vanishes at $j=-1$ and $j=n$ and satisfies $2w_j-w_{j-1}-w_{j+1}=1$. It is therefore a landscape for every chain length.

## A negative potential can break both claims

Take two sites with $V=(0,-3)$. Then

$$H=\begin{pmatrix}2&-1\\-1&-1\end{pmatrix},\qquad w=(0,-1),\qquad Hw=(1,1).$$

Positivity fails, and the identity would need division by $w_0=0$. Lean's convention $x/0=0$ does not rescue it: for $u=(1,0)$ the left side is 2 and the right side is 0.

## The Lean file

```lean
import Mathlib

open Matrix

namespace LandscapeEffectivePotential

noncomputable section

/-- The Hamiltonian `tridiag(-1, 2, -1) + diag(V)` on `n` sites with Dirichlet ends. -/
def hamiltonian {n : ℕ} (V : Fin n → ℝ) : Matrix (Fin n) (Fin n) ℝ :=
  Matrix.of fun i j => (if i = j then 2 + V i else 0)
    - (if (i : ℕ) + 1 = (j : ℕ) then 1 else 0) - (if (j : ℕ) + 1 = (i : ℕ) then 1 else 0)

/-- The vector `w` is a landscape of the potential `V` if `H w = (1, ..., 1)`. -/
def IsLandscape {n : ℕ} (V w : Fin n → ℝ) : Prop :=
  hamiltonian V *ᵥ w = fun _ => 1

/-- The parabola `(j + 1) (n - j) / 2` on sites `j = 0, ..., n - 1`. -/
def boxLandscape (n : ℕ) : Fin n → ℝ :=
  fun j => ((j : ℕ) + 1 : ℝ) * ((n : ℝ) - (j : ℕ)) / 2

/-- Every row of the Hamiltonian has a nonnegative sum when the potential is nonnegative. -/
theorem row_sum_nonneg {n : ℕ} (V : Fin n → ℝ) (hV : ∀ i, 0 ≤ V i) (i : Fin n) :
    0 ≤ ∑ j, hamiltonian V i j := by
  -- a site has at most one right and one left neighbour
  have hR : ∑ j : Fin n, (if (i : ℕ) + 1 = (j : ℕ) then (1 : ℝ) else 0) ≤ 1 := by
    rw [Finset.sum_boole]
    exact_mod_cast Finset.card_le_one.2 (by
      intro a ha b hb
      simp only [Finset.mem_filter, Finset.mem_univ, true_and] at ha hb
      exact Fin.ext (by omega))
  have hL : ∑ j : Fin n, (if (j : ℕ) + 1 = (i : ℕ) then (1 : ℝ) else 0) ≤ 1 := by
    rw [Finset.sum_boole]
    exact_mod_cast Finset.card_le_one.2 (by
      intro a ha b hb
      simp only [Finset.mem_filter, Finset.mem_univ, true_and] at ha hb
      exact Fin.ext (by omega))
  simp only [hamiltonian, Matrix.of_apply, Finset.sum_sub_distrib, Finset.sum_ite_eq,
    Finset.mem_univ, if_true]
  linarith [hV i]

/-- A landscape of a nonnegative potential is strictly positive on every site. -/
theorem landscape_pos {n : ℕ} (V w : Fin n → ℝ) (hV : ∀ i, 0 ≤ V i)
    (h : IsLandscape V w) (i₀ : Fin n) : 0 < w i₀ := by
  have : Nonempty (Fin n) := ⟨i₀⟩
  -- look at the site where `w` is smallest
  obtain ⟨i, hi⟩ := Finite.exists_min w
  by_contra hneg
  have hwi : w i ≤ 0 := (hi i₀).trans (not_lt.1 hneg)
  have h1 : (hamiltonian V *ᵥ w) i = 1 := congrFun h i
  have hle : (hamiltonian V *ᵥ w) i ≤ (∑ j, hamiltonian V i j) * w i := by
    change ∑ j, hamiltonian V i j * w j ≤ _
    rw [Finset.sum_mul]
    apply Finset.sum_le_sum
    intro j _
    by_cases hij : i = j
    · rw [hij]
    · have hoff : hamiltonian V i j ≤ 0 := by
        simp only [hamiltonian, Matrix.of_apply, if_neg hij]
        split_ifs <;> norm_num
      exact mul_le_mul_of_nonpos_left (hi j) hoff
  nlinarith [mul_nonneg (row_sum_nonneg V hV i) (neg_nonneg.2 hwi)]

/-- For a real symmetric matrix `A` and a nowhere vanishing `w`, the quadratic form of `A` is a
local term with potential `(A w) / w` minus half the sum over ordered pairs `(i, j)` of the squared
differences of `u / w`, weighted by `A i j * w i * w j`. -/
theorem quadratic_form_split {ι : Type*} [Fintype ι] (A : Matrix ι ι ℝ)
    (hA : ∀ i j, A i j = A j i) (w u : ι → ℝ) (hw : ∀ i, w i ≠ 0) :
    u ⬝ᵥ A *ᵥ u = ∑ i, u i ^ 2 * (A *ᵥ w) i / w i
      - 1 / 2 * ∑ i, ∑ j, A i j * (w i * w j * (u i / w i - u j / w j) ^ 2) := by
  have hQ : u ⬝ᵥ A *ᵥ u = ∑ i, ∑ j, A i j * (u i * u j) := by
    simp only [Matrix.mulVec, dotProduct, Finset.mul_sum]
    exact Finset.sum_congr rfl fun i _ => Finset.sum_congr rfl fun j _ => by ring
  have hS : ∑ i, u i ^ 2 * (A *ᵥ w) i / w i = ∑ i, ∑ j, A i j * (u i ^ 2 * w j / w i) := by
    simp only [Matrix.mulVec, dotProduct, Finset.mul_sum, Finset.sum_div]
    exact Finset.sum_congr rfl fun i _ => Finset.sum_congr rfl fun j _ => by ring
  -- symmetry of `A` exchanges the two local terms
  have hT : ∑ i, ∑ j, A i j * (u j ^ 2 * w i / w j)
      = ∑ i, ∑ j, A i j * (u i ^ 2 * w j / w i) := by
    rw [Finset.sum_comm]
    exact Finset.sum_congr rfl fun i _ => Finset.sum_congr rfl fun j _ => by rw [hA j i]
  have hD : ∑ i, ∑ j, A i j * (w i * w j * (u i / w i - u j / w j) ^ 2)
      = ∑ i, ∑ j, A i j * (u i ^ 2 * w j / w i) + ∑ i, ∑ j, A i j * (u j ^ 2 * w i / w j)
        - 2 * ∑ i, ∑ j, A i j * (u i * u j) := by
    simp only [Finset.mul_sum, ← Finset.sum_add_distrib, ← Finset.sum_sub_distrib]
    refine Finset.sum_congr rfl fun i _ => Finset.sum_congr rfl fun j _ => ?_
    have hi := hw i
    have hj := hw j
    have key : w i * w j * (u i / w i - u j / w j) ^ 2
        = u i ^ 2 * w j / w i + u j ^ 2 * w i / w j - 2 * (u i * u j) := by
      field_simp
      ring
    rw [key]
    ring
  rw [hQ, hS, hD, hT]
  ring

/-- A sum over the pairs of sites `(i, j)` with `i + 1 = j` is a sum over the bonds of the chain. -/
theorem sum_bonds {m : ℕ} (f : Fin (m + 1) → Fin (m + 1) → ℝ) :
    ∑ i : Fin (m + 1), ∑ j : Fin (m + 1), (if (i : ℕ) + 1 = (j : ℕ) then f i j else 0)
      = ∑ k : Fin m, f k.castSucc k.succ := by
  rw [Fin.sum_univ_castSucc]
  have hlast : ∑ j : Fin (m + 1),
      (if ((Fin.last m : Fin (m + 1)) : ℕ) + 1 = (j : ℕ) then f (Fin.last m) j else 0) = 0 := by
    refine Finset.sum_eq_zero fun j _ => if_neg ?_
    have h1 := j.isLt
    have h2 : ((Fin.last m : Fin (m + 1)) : ℕ) = m := rfl
    omega
  rw [hlast, add_zero]
  refine Finset.sum_congr rfl fun k _ => ?_
  have h1 : (k.castSucc : ℕ) = k := rfl
  have h2 : (k.succ : ℕ) = k + 1 := rfl
  rw [Finset.sum_eq_single k.succ]
  · exact if_pos (by omega)
  · intro j _ hj
    exact if_neg fun h => hj (Fin.ext (by omega))
  · intro h
    exact absurd (Finset.mem_univ _) h

/-- For a nonnegative potential the landscape `w` is positive, and the energy of any real `u` is
that of the effective potential `1 / w` plus a weighted bond energy of `u / w`. -/
theorem landscape_identity {m : ℕ} (V w : Fin (m + 1) → ℝ) (hV : ∀ i, 0 ≤ V i)
    (h : IsLandscape V w) :
    (∀ i, 0 < w i) ∧ ∀ u : Fin (m + 1) → ℝ,
      u ⬝ᵥ hamiltonian V *ᵥ u = ∑ j, u j ^ 2 / w j
        + ∑ k : Fin m, w k.castSucc * w k.succ
          * (u k.succ / w k.succ - u k.castSucc / w k.castSucc) ^ 2 := by
  have hw := landscape_pos V w hV h
  refine ⟨hw, fun u => ?_⟩
  have hsymm : ∀ i j, hamiltonian V i j = hamiltonian V j i := by
    intro i j
    by_cases hij : i = j
    · rw [hij]
    · simp only [hamiltonian, Matrix.of_apply, if_neg hij, if_neg (Ne.symm hij)]
      ring
  obtain ⟨F, hF⟩ : ∃ F : Fin (m + 1) → Fin (m + 1) → ℝ,
      ∀ i j, F i j = w i * w j * (u i / w i - u j / w j) ^ 2 := ⟨_, fun _ _ => rfl⟩
  -- only nearest neighbours contribute to the pair sum
  have hterm : ∀ i j, hamiltonian V i j * F i j
      = -(if (i : ℕ) + 1 = (j : ℕ) then F i j else 0)
        - (if (j : ℕ) + 1 = (i : ℕ) then F j i else 0) := by
    intro i j
    have hs : F j i = F i j := by rw [hF, hF]; ring
    by_cases hij : i = j
    · subst hij
      have h0 : F i i = 0 := by rw [hF, sub_self]; ring
      simp [h0]
    · simp only [hamiltonian, Matrix.of_apply, if_neg hij, hs]
      split_ifs <;> ring
  have hback : ∑ i : Fin (m + 1), ∑ j : Fin (m + 1),
      (if (j : ℕ) + 1 = (i : ℕ) then F j i else 0) = ∑ k : Fin m, F k.castSucc k.succ := by
    rw [Finset.sum_comm]
    exact sum_bonds F
  have hpair : ∑ i, ∑ j, hamiltonian V i j * F i j = -2 * ∑ k : Fin m, F k.castSucc k.succ := by
    simp only [hterm, Finset.sum_sub_distrib, Finset.sum_neg_distrib]
    rw [sum_bonds F, hback]
    ring
  have hbond : ∑ k : Fin m, w k.castSucc * w k.succ
      * (u k.succ / w k.succ - u k.castSucc / w k.castSucc) ^ 2
      = ∑ k : Fin m, F k.castSucc k.succ :=
    Finset.sum_congr rfl fun k _ => by rw [hF]; ring
  have h1 : hamiltonian V *ᵥ w = fun _ => 1 := h
  rw [quadratic_form_split _ hsymm w u fun i => (hw i).ne', h1, hbond]
  simp only [← hF, mul_one]
  rw [hpair]
  ring

/-- The energy of `u` equals its effective-potential part exactly when `u` is a multiple of the
landscape. -/
theorem energy_eq_effective_iff {m : ℕ} (V w : Fin (m + 1) → ℝ) (hV : ∀ i, 0 ≤ V i)
    (h : IsLandscape V w) (u : Fin (m + 1) → ℝ) :
    u ⬝ᵥ hamiltonian V *ᵥ u = ∑ j, u j ^ 2 / w j ↔ ∃ c : ℝ, ∀ j, u j = c * w j := by
  obtain ⟨hw, hid⟩ := landscape_identity V w hV h
  rw [hid u, add_eq_left, Finset.sum_eq_zero_iff_of_nonneg
    (fun k _ => mul_nonneg (mul_pos (hw _) (hw _)).le (sq_nonneg _))]
  constructor
  · intro hz
    -- the ratio `u / w` does not change across any bond
    have hc : ∀ j, u j / w j = u 0 / w 0 := by
      intro j
      induction j using Fin.induction with
      | zero => rfl
      | succ k ih =>
        have hk := (mul_eq_zero.1 (hz k (Finset.mem_univ k))).resolve_left
          (mul_pos (hw _) (hw _)).ne'
        have hk' := pow_eq_zero_iff (two_ne_zero) |>.1 hk
        linarith
    exact ⟨u 0 / w 0, fun j => (div_eq_iff (hw j).ne').1 (hc j)⟩
  · rintro ⟨c, hc⟩ k _
    have hr : ∀ j, u j / w j = c := fun j => (div_eq_iff (hw j).ne').2 (hc j)
    rw [hr, hr, sub_self]
    ring

/-- Every eigenvalue `E` of the Hamiltonian is at least the effective potential `1 / w` on some
site. -/
theorem exists_effective_le_energy {m : ℕ} (V w : Fin (m + 1) → ℝ) (hV : ∀ i, 0 ≤ V i)
    (h : IsLandscape V w) (u : Fin (m + 1) → ℝ) (hu : u ≠ 0) (E : ℝ)
    (hE : hamiltonian V *ᵥ u = E • u) : ∃ j, 1 / w j ≤ E := by
  obtain ⟨hw, hid⟩ := landscape_identity V w hV h
  by_contra hc
  have hc' : ∀ j, E < 1 / w j := fun j => lt_of_not_ge fun hj => hc ⟨j, hj⟩
  obtain ⟨i, hi⟩ : ∃ i, u i ≠ 0 := Function.ne_iff.1 hu
  have hen := hid u
  rw [hE, dotProduct_smul, smul_eq_mul] at hen
  have hpos : 0 < ∑ j, (1 / w j - E) * u j ^ 2 :=
    Finset.sum_pos' (fun j _ => mul_nonneg (sub_nonneg.2 (hc' j).le) (sq_nonneg _))
      ⟨i, Finset.mem_univ i, mul_pos (sub_pos.2 (hc' i)) (by positivity)⟩
  have hsplit : ∑ j, (1 / w j - E) * u j ^ 2 = ∑ j, u j ^ 2 / w j - E * (u ⬝ᵥ u) := by
    simp only [dotProduct, Finset.mul_sum, ← Finset.sum_sub_distrib]
    exact Finset.sum_congr rfl fun j _ => by ring
  -- the bond energy can only raise the total
  have hbond : 0 ≤ ∑ k : Fin m, w k.castSucc * w k.succ
      * (u k.succ / w k.succ - u k.castSucc / w k.castSucc) ^ 2 :=
    Finset.sum_nonneg fun k _ => mul_nonneg (mul_pos (hw _) (hw _)).le (sq_nonneg _)
  linarith

/-- The parabola `boxLandscape n` is a landscape of the zero potential on `n` sites. -/
theorem isLandscape_witness (n : ℕ) : IsLandscape (fun _ => 0) (boxLandscape n) := by
  funext i
  have hin := i.isLt
  change ∑ j, hamiltonian (fun _ => 0) i j * boxLandscape n j = 1
  have hR : ∑ j : Fin n, (if (i : ℕ) + 1 = (j : ℕ) then boxLandscape n j else 0)
      = (((i : ℕ) : ℝ) + 2) * ((n : ℝ) - (i : ℕ) - 1) / 2 := by
    by_cases hi : (i : ℕ) + 1 < n
    · rw [Finset.sum_eq_single (⟨(i : ℕ) + 1, hi⟩ : Fin n)]
      · rw [if_pos rfl]
        simp only [boxLandscape]
        push_cast
        ring
      · intro j _ hj
        exact if_neg fun h => hj (Fin.ext h.symm)
      · intro h
        exact absurd (Finset.mem_univ _) h
    · have hn' : n = (i : ℕ) + 1 := by omega
      have hn : (n : ℝ) = ((i : ℕ) : ℝ) + 1 := by exact_mod_cast hn'
      rw [Finset.sum_eq_zero]
      · rw [hn]
        ring
      · intro j _
        have hj := j.isLt
        exact if_neg (by omega)
  have hL : ∑ j : Fin n, (if (j : ℕ) + 1 = (i : ℕ) then boxLandscape n j else 0)
      = ((i : ℕ) : ℝ) * ((n : ℝ) - (i : ℕ) + 1) / 2 := by
    by_cases hi : (i : ℕ) = 0
    · rw [Finset.sum_eq_zero]
      · rw [hi]
        simp
      · intro j _
        exact if_neg (by omega)
    · obtain ⟨k, hk⟩ : ∃ k, (i : ℕ) = k + 1 := ⟨(i : ℕ) - 1, by omega⟩
      rw [Finset.sum_eq_single (⟨k, by omega⟩ : Fin n)]
      · rw [if_pos hk.symm, hk]
        simp only [boxLandscape]
        push_cast
        ring
      · intro j _ hj
        exact if_neg fun h => hj (Fin.ext (by change (j : ℕ) = k; omega))
      · intro h
        exact absurd (Finset.mem_univ _) h
  have hterm : ∀ j, hamiltonian (fun _ => 0) i j * boxLandscape n j
      = (if i = j then 2 * boxLandscape n j else 0)
        - (if (i : ℕ) + 1 = (j : ℕ) then boxLandscape n j else 0)
        - (if (j : ℕ) + 1 = (i : ℕ) then boxLandscape n j else 0) := by
    intro j
    simp only [hamiltonian, Matrix.of_apply]
    split_ifs <;> ring
  simp only [hterm, Finset.sum_sub_distrib, Finset.sum_ite_eq, Finset.mem_univ, if_true]
  rw [hR, hL]
  simp only [boxLandscape]
  ring

end

end LandscapeEffectivePotential
```

```lean
#print axioms LandscapeEffectivePotential.landscape_identity
-- 'LandscapeEffectivePotential.landscape_identity' depends on axioms: [propext, Classical.choice, Quot.sound]
#print axioms LandscapeEffectivePotential.energy_eq_effective_iff
-- 'LandscapeEffectivePotential.energy_eq_effective_iff' depends on axioms: [propext, Classical.choice, Quot.sound]
#print axioms LandscapeEffectivePotential.exists_effective_le_energy
-- 'LandscapeEffectivePotential.exists_effective_le_energy' depends on axioms: [propext, Classical.choice, Quot.sound]
```

## How the proof follows the derivation

`row_sum_nonneg` bounds the number of right and left neighbours by one each. `landscape_pos` picks the minimising site with `Finite.exists_min`, compares the row term by term in `hle`, and lets `nlinarith` close the contradiction.

`quadratic_form_split` writes each part as a double sum. In it, `hT` is the use of symmetry and `key` is the expansion of the square, proved by `field_simp` and `ring`.

`sum_bonds` converts a sum over pairs $(i,j)$ with $i+1=j$ into a sum over bonds; the last site drops out because it has no right neighbour. In `landscape_identity`, `F` denotes the weighted squared difference, `hterm` shows that only neighbours contribute, and `hpair` collects the two orientations of each bond into the factor $-2$.

For `energy_eq_effective_iff`, a sum of nonnegative terms is zero only if each term is, and `Fin.induction` carries the constant ratio from site 0 along the chain. `exists_effective_le_energy` assumes $E<1/w_j$ everywhere and combines the strict inequality `hpos` with the nonnegative bond energy `hbond`. Both theorems assume $V_j\ge0$ on every site, although their docstrings do not repeat it.

`isLandscape_witness` evaluates the right and left neighbour terms in `hR` and `hL`. The end sites are treated separately, and the same formulas hold there because the parabola vanishes just outside the box.
